# Bloch's second-order effective Hamiltonian: $B - B^\dagger = [\mathrm{diag}(E_a), G]$

A few states of a quantum system lie close in energy but not at the same energy, and a perturbation couples them to each other and to the remaining states. Ordinary perturbation theory for one state at a time suffers from the small gaps, so the close states are collected in a model space and an effective Hamiltonian is sought that acts there alone. In Bloch's construction the energy denominators of the second-order term contain the model energy of the column index only, not that of the row index, which raises the question whether the term is Hermitian. The answer bears on multistate perturbation treatments in electronic structure, here for a finite orthonormal basis of unperturbed eigenstates and at second order only: for a Hermitian perturbation the zeroth- and first-order parts of the effective Hamiltonian are Hermitian, so the effective Hamiltonian through second order is a Hermitian matrix, and can be passed unchanged to a solver for such matrices, exactly when this term is Hermitian.

## Setting

Model states $a, b$ have real energies $E_a$, outer states $k$ have real energies $\varepsilon_k$, and both sets are finite, possibly empty. They are the types `m` and `n`. The perturbation $V$ is a complex matrix on `m ⊕ n`, where `inl a` is a model state and `inr k` an outer state, so $V_{kb}$ is `V (inr k) (inl b)`. With $P$ for the model space and $Q$ for the outer space, `V.toBlocks₁₂` is the block $V_{PQ}$ and `V.toBlocks₂₁` is $V_{QP}$. The adjoint $\dagger$ is written `ᴴ`.

```lean
import Mathlib

open Matrix Sum

namespace BlochEffectiveHamiltonian

noncomputable section

variable {m n : Type*} [Fintype m] [Fintype n] [DecidableEq m] [DecidableEq n]
```

The unperturbed blocks are $D = \mathrm{diag}(E_a)$ and $D_Q = \mathrm{diag}(\varepsilon_k)$, which are `energyOp E` and `energyOp ε`.

```lean
/-- The unperturbed Hamiltonian `diag(E_a)` for real energies `E_a`. -/
def energyOp (E : m → ℝ) : Matrix m m ℂ := diagonal fun a => (E a : ℂ)
```

Non-resonance means $E_a \ne \varepsilon_k$ for all $a, k$. Model energies may coincide with each other, and no size of the gaps or of $V$ is assumed.

```lean
/-- Every outer energy `ε_k` differs from every model energy `E_a`. -/
def NonResonant (E : m → ℝ) (ε : n → ℝ) : Prop := ∀ a k, E a ≠ ε k
```

Let $X$ map model vectors to outer vectors so that the vectors $(c, Xc)$ form an invariant subspace of the full Hamiltonian, on which it acts as a matrix $H_{\rm eff}$ on $c$. The two block rows read
$$H_{\rm eff} = D + V_{PP} + V_{PQ}X, \qquad X H_{\rm eff} = V_{QP} + (D_Q + V_{QQ})X .$$
To first order in $V$, $X$ is a matrix $\Omega$ with $\Omega D - D_Q\Omega = V_{QP}$, and the second-order part of $H_{\rm eff}$ is $B = V_{PQ}\Omega$. That expansion only motivates the definitions and is not among the checked statements, which start from the first-order equation. Its entry $(k,b)$ is $\Omega_{kb}(E_b - \varepsilon_k) = V_{kb}$, which gives
$$\Omega_{kb} = \frac{V_{kb}}{E_b - \varepsilon_k}.$$

```lean
/-- First-order wave operator `Ω_kb = V_kb / (E_b - ε_k)` from model to outer space. -/
def waveOp (E : m → ℝ) (ε : n → ℝ) (V : Matrix (m ⊕ n) (m ⊕ n) ℂ) : Matrix n m ℂ :=
  of fun k b => V (inr k) (inl b) / ((E b : ℂ) - ε k)
```

Bloch's term is $B_{ab} = \sum_k V_{ak}V_{kb}/(E_b - \varepsilon_k)$.

```lean
/-- Bloch's second-order term `B_ab = ∑_k V_ak V_kb / (E_b - ε_k)`. -/
def bloch (E : m → ℝ) (ε : n → ℝ) (V : Matrix (m ⊕ n) (m ⊕ n) ℂ) : Matrix m m ℂ :=
  of fun a b => ∑ k, V (inl a) (inr k) * V (inr k) (inl b) / ((E b : ℂ) - ε k)
```

The matrix $G_{ab} = \sum_k V_{ak}V_{kb}/\big((E_a - \varepsilon_k)(E_b - \varepsilon_k)\big)$ carries both denominators.

```lean
/-- The matrix `G_ab = ∑_k V_ak V_kb / ((E_a - ε_k)(E_b - ε_k))`. -/
def overlap (E : m → ℝ) (ε : n → ℝ) (V : Matrix (m ⊕ n) (m ⊕ n) ℂ) : Matrix m m ℂ :=
  of fun a b => ∑ k, V (inl a) (inr k) * V (inr k) (inl b) /
    (((E a : ℂ) - ε k) * ((E b : ℂ) - ε k))
```

The symmetrised term averages the reciprocals of the two denominators:
$$S_{ab} = \tfrac12\sum_k V_{ak}V_{kb}\Big(\frac{1}{E_a - \varepsilon_k} + \frac{1}{E_b - \varepsilon_k}\Big).$$
The blocks $V_{PP}$ and $V_{QQ}$ enter none of these matrices. Lean sets $x/0 = 0$, so the definitions stand without `NonResonant`, which appears as a hypothesis in the theorems.

```lean
/-- The symmetrised second-order term
`S_ab = ½ ∑_k V_ak V_kb (1/(E_a - ε_k) + 1/(E_b - ε_k))`. -/
def symmetrised (E : m → ℝ) (ε : n → ℝ) (V : Matrix (m ⊕ n) (m ⊕ n) ℂ) : Matrix m m ℂ :=
  of fun a b => ∑ k, V (inl a) (inr k) * V (inr k) (inl b) *
    (1 / ((E a : ℂ) - ε k) + 1 / ((E b : ℂ) - ε k)) / 2
```

## The identity

The core is matrix algebra. Let $H_P$ and $H_Q$ be Hermitian, not necessarily diagonal, and let $W = \Omega H_P - H_Q\Omega$ for any rectangular $\Omega$. Then $W^\dagger = H_P\Omega^\dagger - \Omega^\dagger H_Q$, so
$$W^\dagger\Omega = H_P\Omega^\dagger\Omega - \Omega^\dagger H_Q\Omega, \qquad (W^\dagger\Omega)^\dagger = \Omega^\dagger\Omega H_P - \Omega^\dagger H_Q\Omega .$$
The term $\Omega^\dagger H_Q\Omega$ cancels in the difference, leaving $[H_P, \Omega^\dagger\Omega]$. The `simp only` call expands the adjoints and products with `hP.eq` and `hQ.eq`, and `abel` does the cancellation.

```lean
omit [DecidableEq m] [DecidableEq n] in
/-- If `H_P`, `H_Q` are Hermitian and `Ω H_P - H_Q Ω = W`, then
`W†Ω - (W†Ω)† = [H_P, Ω†Ω]`. -/
theorem commutator_of_sylvester (HP : Matrix m m ℂ) (HQ : Matrix n n ℂ) (Ω W : Matrix n m ℂ)
    (hP : HP.IsHermitian) (hQ : HQ.IsHermitian) (hΩ : Ω * HP - HQ * Ω = W) :
    Wᴴ * Ω - (Wᴴ * Ω)ᴴ = HP * (Ωᴴ * Ω) - (Ωᴴ * Ω) * HP := by
  subst hΩ
  -- the Hermitian term `Ω† H_Q Ω` cancels
  simp only [conjTranspose_mul, conjTranspose_sub, conjTranspose_conjTranspose, hP.eq, hQ.eq,
    Matrix.sub_mul, Matrix.mul_assoc]
  abel
```

Under non-resonance the first-order equation has exactly one solution, `waveOp E ε V`, whether or not $V$ is Hermitian. In one direction the entry equation is divided by $E_b - \varepsilon_k \neq 0$ (`eq_div_iff`), in the other the quotient is multiplied back (`div_mul_cancel₀`). The pattern is worth reusing for any equation with diagonal matrices: `congrFun (congrFun H k) b` extracts one entry of a matrix equation, `mul_diagonal` and `diagonal_mul` reduce the products to scalars without any sum, and `linear_combination` closes the scalar goal up to ring rearrangement.

```lean
variable {E : m → ℝ} {ε : n → ℝ} {V : Matrix (m ⊕ n) (m ⊕ n) ℂ}

/-- For non-resonant energies, `Ω` solves the first-order Bloch equation
`Ω diag(E) - diag(ε) Ω = V_QP` exactly when `Ω_kb = V_kb / (E_b - ε_k)`. -/
theorem waveOp_iff (h : NonResonant E ε) (Ω : Matrix n m ℂ) :
    Ω * energyOp E - energyOp ε * Ω = V.toBlocks₂₁ ↔ Ω = waveOp E ε V := by
  have hne : ∀ b k, (E b : ℂ) - ε k ≠ 0 := fun b k =>
    sub_ne_zero.mpr (Complex.ofReal_injective.ne (h b k))
  constructor
  · intro H
    ext k b
    have := congrFun (congrFun H k) b
    simp only [energyOp, Matrix.sub_apply, mul_diagonal, diagonal_mul, toBlocks₂₁,
      of_apply] at this
    simp only [waveOp, of_apply]
    rw [eq_div_iff (hne b k)]
    linear_combination this
  · rintro rfl
    ext k b
    simp only [energyOp, waveOp, Matrix.sub_apply, mul_diagonal, diagonal_mul, toBlocks₂₁,
      of_apply]
    linear_combination div_mul_cancel₀ (V (inr k) (inl b)) (hne b k)
```

Any solution is therefore the explicit one, which `obtain rfl` substitutes. Then $B = V_{PQ}\Omega$ by the rule for matrix products. For Hermitian $V$ and real energies,
$$(\Omega^\dagger\Omega)_{ab} = \sum_k \overline{\Omega_{ka}}\,\Omega_{kb} = \sum_k \frac{V_{ak}}{E_a - \varepsilon_k}\,\frac{V_{kb}}{E_b - \varepsilon_k} = G_{ab},$$
where `hV.apply` supplies $\overline{V_{ka}} = V_{ak}$ and `hr` the reality of the denominator. So $G$ is the overlap matrix of the columns of $\Omega$, which are the first-order outer components of the perturbed vectors $(c, Xc)$ for the basis vectors $c$ of the model space.

```lean
/-- For Hermitian `V` and non-resonant energies, a solution `Ω` of the first-order Bloch
equation gives `B = V_PQ Ω` and `G = Ω†Ω`. -/
theorem bloch_overlap_factor (hV : V.IsHermitian) (h : NonResonant E ε) (Ω : Matrix n m ℂ)
    (hΩ : Ω * energyOp E - energyOp ε * Ω = V.toBlocks₂₁) :
    bloch E ε V = V.toBlocks₁₂ * Ω ∧ overlap E ε V = Ωᴴ * Ω := by
  obtain rfl := (waveOp_iff h Ω).mp hΩ
  constructor
  · ext a b
    simp only [bloch, waveOp, Matrix.mul_apply, toBlocks₁₂, of_apply, mul_div_assoc]
  · ext a b
    simp only [overlap, waveOp, Matrix.mul_apply, conjTranspose_apply, of_apply]
    refine Finset.sum_congr rfl fun k _ => ?_
    have hr : star ((E a : ℂ) - ε k) = (E a : ℂ) - ε k := by simp
    rw [star_div₀, hV.apply, hr, div_mul_div_comm]
```

Take $H_P = D$, $H_Q = D_Q$, $W = V_{QP}$. Hermiticity of $V$ gives $W^\dagger = V_{PQ}$ (`hW`), hence $B = W^\dagger\Omega$, and real energies make $D$ and $D_Q$ Hermitian (`hP`, `hQ`). The main theorem follows: for Hermitian $V$ and non-resonant real energies,
$$B - B^\dagger = DG - GD .$$
It is an exact identity between the matrices as defined, and it says nothing about eigenvalues, higher orders or convergence.

```lean
/-- Main identity: for Hermitian `V` and non-resonant real energies,
`B - B† = [diag(E), G]`. -/
theorem bloch_sub_conjTranspose (hV : V.IsHermitian) (h : NonResonant E ε) :
    bloch E ε V - (bloch E ε V)ᴴ =
      energyOp E * overlap E ε V - overlap E ε V * energyOp E := by
  have hΩ := (waveOp_iff (V := V) h _).mpr rfl
  obtain ⟨hB, hG⟩ := bloch_overlap_factor hV h _ hΩ
  have hW : V.toBlocks₂₁ᴴ = V.toBlocks₁₂ := by
    ext a k
    simp only [conjTranspose_apply, toBlocks₂₁, toBlocks₁₂, of_apply]
    exact hV.apply _ _
  -- real energies give Hermitian unperturbed blocks
  have hP : (energyOp E)ᴴ = energyOp E := by
    rw [energyOp, diagonal_conjTranspose]; congr 1; funext a; simp
  have hQ : (energyOp ε)ᴴ = energyOp ε := by
    rw [energyOp, diagonal_conjTranspose]; congr 1; funext a; simp
  rw [hB, hG, ← hW]
  exact commutator_of_sylvester _ _ _ _ hP hQ hΩ
```

## When $B$ is Hermitian

One side of the identity vanishes exactly when the other does, so $B = B^\dagger$ if and only if $DG = GD$, which is `Commute (energyOp E) (overlap E ε V)`.

```lean
/-- For Hermitian `V` and non-resonant energies, Bloch's term `B` is Hermitian if and only if
`G` commutes with `diag(E)`. -/
theorem bloch_isHermitian_iff_commute (hV : V.IsHermitian) (h : NonResonant E ε) :
    (bloch E ε V).IsHermitian ↔ Commute (energyOp E) (overlap E ε V) := by
  have key := bloch_sub_conjTranspose hV h
  constructor
  · intro hB
    rw [hB.eq, sub_self] at key
    exact sub_eq_zero.mp key.symm
  · intro hc
    rw [hc.eq, sub_self] at key
    exact (sub_eq_zero.mp key).symm
```

Since $D$ is diagonal, $(DG - GD)_{ab} = (E_a - E_b)G_{ab}$. Commutation therefore means $G_{ab} = 0$ whenever $E_a \ne E_b$. The forward proof cancels the nonzero factor through `mul_eq_zero`, and the converse splits on `E a = E b`.

```lean
/-- For Hermitian `V` and non-resonant energies, `B` is Hermitian if and only if `G_ab = 0`
for all model states with `E_a ≠ E_b`. -/
theorem bloch_isHermitian_iff_entries (hV : V.IsHermitian) (h : NonResonant E ε) :
    (bloch E ε V).IsHermitian ↔ ∀ a b, E a ≠ E b → overlap E ε V a b = 0 := by
  rw [bloch_isHermitian_iff_commute hV h]
  constructor
  · intro hc a b hab
    have := congrFun (congrFun hc.eq a) b
    simp only [energyOp, diagonal_mul, mul_diagonal] at this
    have h2 : ((E a : ℂ) - E b) * overlap E ε V a b = 0 := by linear_combination this
    exact (mul_eq_zero.mp h2).resolve_left
      (sub_ne_zero.mpr (Complex.ofReal_injective.ne hab))
  · intro H
    show energyOp E * overlap E ε V = overlap E ε V * energyOp E
    ext a b
    simp only [energyOp, diagonal_mul, mul_diagonal]
    by_cases hab : E a = E b
    · rw [hab, mul_comm]
    · rw [H a b hab, mul_zero, zero_mul]
```

In the degenerate limit, where all $E_a$ are equal, no pair has $E_a \neq E_b$ and $B$ is Hermitian. A single model state is the smallest nonempty instance, and there $B$ is one real number.

```lean
/-- For Hermitian `V`, non-resonant energies and a degenerate model space, where all `E_a` are
equal, `B` is Hermitian. -/
theorem bloch_isHermitian_of_degenerate (hV : V.IsHermitian) (h : NonResonant E ε)
    (hE : ∀ a b, E a = E b) : (bloch E ε V).IsHermitian :=
  (bloch_isHermitian_iff_entries hV h).mpr fun a b hab => absurd (hE a b) hab
```

With one outer state $k$ (`[Unique n]`, the state being `default`) the sum in $G_{ab}$ has one term with nonzero denominator. It vanishes if and only if $V_{ak} = 0$ or $V_{kb} = 0$, and $V_{kb} = \overline{V_{bk}}$ turns the second condition into $V_{bk} = 0$. So $B$ is Hermitian exactly when no two model states of different energy both couple to $k$.

```lean
/-- For Hermitian `V`, non-resonant energies and a single outer state, `B` is Hermitian if and
only if of any two model states of
different energy at least one has zero coupling to the outer state. -/
theorem bloch_isHermitian_iff_single_outer [Unique n] (hV : V.IsHermitian)
    (h : NonResonant E ε) :
    (bloch E ε V).IsHermitian ↔ ∀ a b, E a ≠ E b →
      V (inl a) (inr default) = 0 ∨ V (inl b) (inr default) = 0 := by
  rw [bloch_isHermitian_iff_entries hV h]
  refine forall_congr' fun a => forall_congr' fun b => imp_congr_right fun _ => ?_
  have hd : ((E a : ℂ) - ε default) * ((E b : ℂ) - ε default) ≠ 0 :=
    mul_ne_zero (sub_ne_zero.mpr (Complex.ofReal_injective.ne (h a _)))
      (sub_ne_zero.mpr (Complex.ofReal_injective.ne (h b _)))
  simp only [overlap, of_apply, Fintype.sum_unique]
  rw [div_eq_zero_iff, or_iff_left hd, mul_eq_zero, ← hV.apply (inr default) (inl b),
    star_eq_zero]
```

The Hermitian part of $B$ is $S$. With $x = E_a - \varepsilon_k$ and $y = E_b - \varepsilon_k$, so that $x - y = E_a - E_b$,
$$\frac1y = \frac12\Big(\frac1x + \frac1y\Big) + \frac12\,\frac{x - y}{xy}.$$
Multiplying by $V_{ak}V_{kb}$ and summing over $k$ gives $B = S + \tfrac12[D, G]$; `field_simp` and `ring` verify this term by term. $S$ is Hermitian because conjugation sends $V_{bk}V_{ka}$ to $V_{kb}V_{ak}$ and the weight is real and symmetric in $a, b$.

```lean
omit [DecidableEq n] in
/-- For Hermitian `V` and non-resonant energies, the symmetrised term `S` is Hermitian and
`B = S + ½ [diag(E), G]`. -/
theorem bloch_eq_symmetrised_add (hV : V.IsHermitian) (h : NonResonant E ε) :
    (symmetrised E ε V).IsHermitian ∧ bloch E ε V = symmetrised E ε V +
      (1 / 2 : ℂ) • (energyOp E * overlap E ε V - overlap E ε V * energyOp E) := by
  constructor
  · have hr : ∀ x : ℝ, star (x : ℂ) = x := fun x => by simp
    ext a b
    simp only [conjTranspose_apply, symmetrised, of_apply, star_sum]
    refine Finset.sum_congr rfl fun k _ => ?_
    simp only [star_div₀, star_mul', star_add, star_sub, star_one, star_ofNat, hV.apply, hr]
    ring
  · ext a b
    simp only [bloch, symmetrised, overlap, energyOp, Matrix.add_apply, Matrix.smul_apply,
      Matrix.sub_apply, diagonal_mul, mul_diagonal, of_apply, smul_eq_mul, Finset.mul_sum,
      Finset.sum_mul, ← Finset.sum_sub_distrib, ← Finset.sum_add_distrib]
    refine Finset.sum_congr rfl fun k _ => ?_
    have ha : (E a : ℂ) - ε k ≠ 0 := sub_ne_zero.mpr (Complex.ofReal_injective.ne (h a k))
    have hb : (E b : ℂ) - ε k ≠ 0 := sub_ne_zero.mpr (Complex.ofReal_injective.ne (h b k))
    field_simp
    ring
```

## A numerical instance

Take model states $0, 1$ with $E_0 = 0$, $E_1 = 1$, one outer state at $\varepsilon = 2$, and every element of $V$ equal to $1$.

```lean
/-- The perturbation on two model states and one outer state with all elements equal to 1. -/
def onesV : Matrix (Fin 2 ⊕ Fin 1) (Fin 2 ⊕ Fin 1) ℂ := of fun _ _ => 1
```

On paper, $\Omega = \big(\tfrac{1}{0-2}, \tfrac{1}{1-2}\big) = (-\tfrac12, -1)$, and each row of $B$ equals $\Omega$:
$$B = \begin{pmatrix} -\tfrac12 & -1 \\ -\tfrac12 & -1\end{pmatrix}, \quad G = \begin{pmatrix} \tfrac14 & \tfrac12 \\ \tfrac12 & 1\end{pmatrix}, \quad S = \begin{pmatrix} -\tfrac12 & -\tfrac34 \\ -\tfrac34 & -1\end{pmatrix}.$$
Then $(B - B^\dagger)_{01} = -1 + \tfrac12 = -\tfrac12 = (E_0 - E_1)G_{01}$, and $B_{01} = -\tfrac34 - \tfrac14$. The theorem records four facts: $V$ is Hermitian, the energies are non-resonant, this $\Omega$ solves the first-order equation, and $B$ is not Hermitian. The last comes from the single-outer criterion at the pair $0, 1$, where both couplings equal $1$.

```lean
/-- With model energies `0, 1`, outer energy `2` and all couplings `1`, `V` is Hermitian, the
energies are non-resonant, `Ω = (-1/2, -1)` solves the first-order Bloch equation, and `B` is
not Hermitian. -/
theorem bloch_nonHermitian_witness :
    onesV.IsHermitian ∧ NonResonant ![(0 : ℝ), 1] ![(2 : ℝ)] ∧
    (!![-1 / 2, -1] : Matrix (Fin 1) (Fin 2) ℂ) * energyOp ![(0 : ℝ), 1] -
      energyOp ![(2 : ℝ)] * (!![-1 / 2, -1] : Matrix (Fin 1) (Fin 2) ℂ) = onesV.toBlocks₂₁ ∧
    ¬ (bloch ![(0 : ℝ), 1] ![(2 : ℝ)] onesV).IsHermitian := by
  have hV : onesV.IsHermitian := by
    ext i j
    simp [onesV, conjTranspose_apply]
  have h : NonResonant ![(0 : ℝ), 1] ![(2 : ℝ)] := by
    intro a k
    fin_cases a <;> fin_cases k <;> norm_num
  refine ⟨hV, h, ?_, fun H => ?_⟩
  · ext k b
    simp only [energyOp, Matrix.sub_apply, mul_diagonal, diagonal_mul, toBlocks₂₁, onesV,
      of_apply]
    fin_cases k
    fin_cases b <;> norm_num
  · have := (bloch_isHermitian_iff_single_outer hV h).mp H 0 1 (by norm_num)
    simp [onesV] at this

end

end BlochEffectiveHamiltonian
```

```lean
#print axioms BlochEffectiveHamiltonian.bloch_sub_conjTranspose
#print axioms BlochEffectiveHamiltonian.bloch_isHermitian_iff_commute
#print axioms BlochEffectiveHamiltonian.bloch_isHermitian_of_degenerate
#print axioms BlochEffectiveHamiltonian.bloch_eq_symmetrised_add
```

```
'BlochEffectiveHamiltonian.bloch_sub_conjTranspose' depends on axioms: [propext, Classical.choice, Quot.sound]
'BlochEffectiveHamiltonian.bloch_isHermitian_iff_commute' depends on axioms: [propext, Classical.choice, Quot.sound]
'BlochEffectiveHamiltonian.bloch_isHermitian_of_degenerate' depends on axioms: [propext, Classical.choice, Quot.sound]
'BlochEffectiveHamiltonian.bloch_eq_symmetrised_add' depends on axioms: [propext, Classical.choice, Quot.sound]
```
